# Which charge states of a defect are stable at some Fermi level: a criterion from transition levels

## Energies, Fermi level and transition levels

Let \(S\) be a finite set of electron numbers that a point defect in a semiconductor can hold, and let \(E_q\) be the total energy of the defect with \(q\) electrons. The crystal supplies or takes up electrons at the Fermi level \(\mu\), so the energies to compare are

\[
\Omega_q(\mu) = E_q - q\mu .
\]

As \(\mu\) varies, different electron numbers can become lowest in energy, and some may never do so. The problem is to tell from the energies \(E_q\) which ones are lowest at some \(\mu\).

Here \(q\) counts electrons, whereas defect papers usually write \(q\) for the charge, which has the opposite sign. The count may start from any reference, such as the neutral defect, so negative \(q\) is allowed. Energies and \(\mu\) share one energy zero.

The energies are given real numbers that don't depend on \(\mu\). Each may belong to its own relaxed geometry. Temperature and entropy are left out. The Fermi level may be any real number, while in a real crystal it is normally confined to the band gap. Whether a value of \(\mu\) found below lies in the gap has to be checked separately.

```lean
import Mathlib

open Finset

namespace ChargeStateStability

noncomputable section
```

In Lean the energies are a function `E : ℤ → ℝ`, of which only the values on \(S\) matter for stability in \(S\). The quantity \(\Omega_q(\mu)\) is `grandEnergy E μ q`.

```lean
/-- The energy `E_q - q μ` of the state with `q` electrons at Fermi level `μ`. -/
def grandEnergy (E : ℤ → ℝ) (μ : ℝ) (q : ℤ) : ℝ := E q - q * μ
```

For \(p \neq q\) the transition level is

\[
\varepsilon(p,q) = \frac{E_q - E_p}{q - p},
\]

the Fermi level at which the two states have equal \(\Omega\).

```lean
/-- The transition level `(E_q - E_p) / (q - p)` between two distinct electron
numbers `p ≠ q`. -/
def level (E : ℤ → ℝ) (p q : ℤ) : ℝ := (E q - E p) / ((q : ℝ) - p)
```

A state is called stable at \(\mu\) if it belongs to \(S\) and no member of \(S\) has lower \(\Omega\). Ties are allowed, so two states are both stable at a crossing. This is stability against exchange of electrons with the crystal only.

```lean
/-- The state `q` belongs to the set `S` and has the lowest energy `E_q - q μ` in `S`
at Fermi level `μ`, ties allowed. -/
def IsStable (S : Finset ℤ) (E : ℤ → ℝ) (μ : ℝ) (q : ℤ) : Prop :=
  q ∈ S ∧ ∀ p ∈ S, grandEnergy E μ q ≤ grandEnergy E μ p
```

## (a) Fermi level above a transition level

**Task.** For \(p<q\), show that the state with more electrons is at least as low in energy exactly when \(\mu\) is at or above the transition level:

\[
\varepsilon(p,q) \le \mu \iff \Omega_q(\mu) \le \Omega_p(\mu).
\]

**Solution.** Since \(q-p>0\), multiplying by it preserves the inequality. The left side becomes \(E_q - E_p \le \mu(q-p)\), and moving terms across gives \(E_q - q\mu \le E_p - p\mu\). Every step is reversible.

In Lean, `h'` records \(q-p>0\), `div_le_iff₀` clears the denominator, and `linarith` moves the terms in both directions.

```lean
/-- For `p < q`, the Fermi level is at or above the transition level exactly when the
state with more electrons is at least as low in energy. -/
theorem level_le_iff {E : ℤ → ℝ} {μ : ℝ} {p q : ℤ} (h : p < q) :
    level E p q ≤ μ ↔ grandEnergy E μ q ≤ grandEnergy E μ p := by
  have h' : (0 : ℝ) < (q : ℝ) - p := sub_pos.2 (by exact_mod_cast h)
  unfold level grandEnergy
  rw [div_le_iff₀ h']
  constructor <;> intro H <;> linarith
```

## (b) Fermi level below a transition level

**Task.** For \(p<q\), show the mirror statement:

\[
\mu \le \varepsilon(p,q) \iff \Omega_p(\mu) \le \Omega_q(\mu).
\]

**Solution.** Multiplying by \(q-p>0\) gives \(\mu(q-p) \le E_q - E_p\), which rearranges to \(E_p - p\mu \le E_q - q\mu\). The Lean proof is that of (a) with `le_div_iff₀`.

```lean
/-- For `p < q`, the Fermi level is at or below the transition level exactly when the
state with fewer electrons is at least as low in energy. -/
theorem le_level_iff {E : ℤ → ℝ} {μ : ℝ} {p q : ℤ} (h : p < q) :
    μ ≤ level E p q ↔ grandEnergy E μ p ≤ grandEnergy E μ q := by
  have h' : (0 : ℝ) < (q : ℝ) - p := sub_pos.2 (by exact_mod_cast h)
  unfold level grandEnergy
  rw [le_div_iff₀ h']
  constructor <;> intro H <;> linarith
```

## (c) The stability window of one state

**Task.** For \(q\in S\), show that \(q\) is stable at \(\mu\) if and only if

\[
\varepsilon(p,q) \le \mu \le \varepsilon(q,r)
\quad\text{for all } p, r\in S \text{ with } p<q<r,
\]

where each bound is imposed separately, so that the lower bounds remain if no \(r\) exists, and the upper bounds if no \(p\) exists.

**Solution.** Stability means \(\Omega_q \le \Omega_s\) for every \(s\in S\). For \(s<q\), part (a) turns this into \(\varepsilon(s,q)\le\mu\). For \(s>q\), part (b) turns it into \(\mu\le\varepsilon(q,s)\). For \(s=q\) it is an equality. The Lean proof makes this division into three cases with `lt_trichotomy`.

```lean
/-- A state `q` of `S` is stable at `μ` exactly when `μ` lies at or above every transition
level from a state with fewer electrons and at or below every level to one with more. -/
theorem stable_iff_window {S : Finset ℤ} {E : ℤ → ℝ} {μ : ℝ} {q : ℤ} (hq : q ∈ S) :
    IsStable S E μ q ↔
      (∀ p ∈ S, p < q → level E p q ≤ μ) ∧ (∀ r ∈ S, q < r → μ ≤ level E q r) := by
  constructor
  · intro h
    exact ⟨fun p hp hpq => (level_le_iff hpq).2 (h.2 p hp),
      fun r hr hqr => (le_level_iff hqr).2 (h.2 r hr)⟩
  · rintro ⟨hlo, hhi⟩
    refine ⟨hq, fun p hp => ?_⟩
    rcases lt_trichotomy p q with h | h | h
    · exact (level_le_iff h).1 (hlo p hp h)
    · rw [h]
    · exact (le_level_iff h).1 (hhi p hp h)
```

## (d) Existence of a suitable Fermi level

**Task.** For \(q\in S\), show that \(q\) is stable at some real \(\mu\) if and only if

\[
\frac{E_q-E_p}{q-p} \le \frac{E_r-E_q}{r-q}
\quad\text{for all } p<q<r \text{ in } S .
\]

**Solution.** If \(q\) is stable at \(\mu\), part (c) gives \(\varepsilon(p,q)\le\mu\le\varepsilon(q,r)\), and \(\mu\) drops out.

Conversely, assume the inequalities. If \(S\) has members below \(q\), there are finitely many, so one of them, \(p_0\), has the largest level \(\varepsilon(p_0,q)\). Set \(\mu=\varepsilon(p_0,q)\). It is at least every lower level by choice, and at most every upper level by the assumption applied to \(p_0<q<r\). If \(S\) has no member below \(q\), take any \(\mu\) below the finitely many levels \(\varepsilon(q,r)\). In both cases (c) gives stability.

The smallest and largest members of \(S\) satisfy the condition vacuously, so each is stable somewhere.

In Lean, `Finset.exists_max_image` supplies \(p_0\). In the other case `bddBelow` supplies a lower bound for `level E q` on all of \(S\). This includes the meaningless value at \(q\) itself, which does no harm, since a bound for more numbers still bounds the upper levels.

```lean
/-- A state `q` of a finite set `S` is stable at some Fermi level if and only if
`(E_q - E_p)/(q - p) ≤ (E_r - E_q)/(r - q)` for all `p < q < r` in `S`. -/
theorem exists_stable_iff {S : Finset ℤ} {E : ℤ → ℝ} {q : ℤ} (hq : q ∈ S) :
    (∃ μ : ℝ, IsStable S E μ q) ↔
      ∀ p ∈ S, ∀ r ∈ S, p < q → q < r → level E p q ≤ level E q r := by
  constructor
  · rintro ⟨μ, hμ⟩ p hp r hr hpq hqr
    have hw := (stable_iff_window hq).1 hμ
    exact (hw.1 p hp hpq).trans (hw.2 r hr hqr)
  · intro h
    by_cases hL : (S.filter (fun p => p < q)).Nonempty
    · -- place the Fermi level at the highest transition level from below
      obtain ⟨p₀, hp₀, hmax⟩ := Finset.exists_max_image _ (fun p => level E p q) hL
      have hp₀' := Finset.mem_filter.1 hp₀
      exact ⟨level E p₀ q, (stable_iff_window hq).2
        ⟨fun p hp hpq => hmax p (Finset.mem_filter.2 ⟨hp, hpq⟩),
          fun r hr hqr => h p₀ hp₀'.1 r hr hp₀'.2 hqr⟩⟩
    · -- no state has fewer electrons: any sufficiently low Fermi level works
      obtain ⟨μ, hμ⟩ := (S.image (level E q)).bddBelow
      exact ⟨μ, (stable_iff_window hq).2
        ⟨fun p hp hpq => absurd ⟨p, Finset.mem_filter.2 ⟨hp, hpq⟩⟩ hL,
          fun r hr _ => hμ (Finset.mem_coe.2 (Finset.mem_image_of_mem _ hr))⟩⟩
```

## (e) Inverted levels exclude the middle state

**Task.** Let \(p<q<r\) with \(\varepsilon(q,r)<\varepsilon(p,q)\). Show that at every \(\mu\)

\[
\Omega_p(\mu)<\Omega_q(\mu) \quad\text{or}\quad \Omega_r(\mu)<\Omega_q(\mu).
\]

**Solution.** If \(\mu<\varepsilon(p,q)\), the left side of (a) fails, so its right side fails too, which means \(\Omega_p<\Omega_q\). Otherwise \(\mu\ge\varepsilon(p,q)>\varepsilon(q,r)\), and (b) for the pair \(q<r\) fails in the same way, so \(\Omega_r<\Omega_q\).

For example, \(E_0=0\), \(E_1=1\), \(E_2=1.5\) give levels \(1\) and \(0.5\). At \(\mu=0.75\) the values of \(\Omega\) are \(0,\ 0.25,\ 0\). With three consecutive electron numbers this is the situation called negative \(U\). If \(S=\{p,q,r\}\), the defect then passes directly from \(p\) to \(r\) electrons as \(\mu\) rises, and \(q\) is never stable.

The lemma `lt_iff_lt_of_le_iff_le` negates both sides of an equivalence between inequalities.

```lean
/-- If the two transition levels of `q` with `p < q < r` are inverted, then at every Fermi
level at least one of `p` and `r` lies strictly below `q` in energy. -/
theorem undercut_of_inverted {E : ℤ → ℝ} {p q r : ℤ} (hpq : p < q) (hqr : q < r)
    (hinv : level E q r < level E p q) (μ : ℝ) :
    grandEnergy E μ p < grandEnergy E μ q ∨ grandEnergy E μ r < grandEnergy E μ q := by
  rcases lt_or_ge μ (level E p q) with h | h
  · exact Or.inl ((lt_iff_lt_of_le_iff_le (level_le_iff hpq)).1 h)
  · exact Or.inr ((lt_iff_lt_of_le_iff_le (le_level_iff hqr)).1 (hinv.trans_le h))
```

## (f) States that are lowest without a tie

**Task.** Show that some \(\mu\) satisfies \(\Omega_q(\mu)<\Omega_p(\mu)\) for all \(p\in S\) with \(p\ne q\) if and only if

\[
\varepsilon(p,q)<\varepsilon(q,r)\quad\text{for all } p<q<r \text{ with } p,r\in S .
\]

**Solution.** Negating (b) and (a) gives their strict forms. If \(q\) is strictly lowest at \(\mu\), then \(\varepsilon(p,q)<\mu<\varepsilon(q,r)\). Conversely, if every lower level is strictly less than every upper level, place \(\mu\) midway between the largest lower and the smallest upper level. If there are only lower levels, place \(\mu\) above all of them; if there are only upper levels, place it below all of them; if there are neither, any \(\mu\) will do. The strict forms then give \(\Omega_q<\Omega_p\) for each \(p\neq q\).

Lean obtains this \(\mu\) from `Order.exists_between_finsets`. The statement doesn't require \(q\in S\); when \(q\) is a member, it is the unique minimiser at that \(\mu\).

```lean
/-- At some Fermi level `q` lies strictly below every other state of the finite set `S` if and
only if each transition level from below is strictly less than each level to above. -/
theorem exists_strictly_stable_iff {S : Finset ℤ} {E : ℤ → ℝ} {q : ℤ} :
    (∃ μ : ℝ, ∀ p ∈ S, p ≠ q → grandEnergy E μ q < grandEnergy E μ p) ↔
      ∀ p ∈ S, ∀ r ∈ S, p < q → q < r → level E p q < level E q r := by
  constructor
  · rintro ⟨μ, hμ⟩ p hp r hr hpq hqr
    exact ((lt_iff_lt_of_le_iff_le (le_level_iff hpq)).2 (hμ p hp hpq.ne)).trans
      ((lt_iff_lt_of_le_iff_le (level_le_iff hqr)).2 (hμ r hr hqr.ne'))
  · intro h
    -- a real number fits strictly between two separated finite sets of levels
    obtain ⟨μ, hlo, hhi⟩ := Order.exists_between_finsets
      ((S.filter (fun p => p < q)).image (fun p => level E p q))
      ((S.filter (fun r => q < r)).image (fun r => level E q r)) (by
        intro x hx y hy
        obtain ⟨p, hp, rfl⟩ := Finset.mem_image.1 hx
        obtain ⟨r, hr, rfl⟩ := Finset.mem_image.1 hy
        have hp' := Finset.mem_filter.1 hp
        have hr' := Finset.mem_filter.1 hr
        exact h p hp'.1 r hr'.1 hp'.2 hr'.2)
    refine ⟨μ, fun p hp hne => ?_⟩
    rcases lt_or_gt_of_ne hne with hlt | hgt
    · exact (lt_iff_lt_of_le_iff_le (le_level_iff hlt)).1
        (hlo _ (Finset.mem_image.2 ⟨p, Finset.mem_filter.2 ⟨hp, hlt⟩, rfl⟩))
    · exact (lt_iff_lt_of_le_iff_le (level_le_iff hgt)).1
        (hhi _ (Finset.mem_image.2 ⟨p, Finset.mem_filter.2 ⟨hp, hgt⟩, rfl⟩))
```

## (g) Summing increments that never decrease

**Task.** Let \(f_0,f_1,\dots\) be real numbers with \(f_{k+1}-f_k\le f_{k+2}-f_{k+1}\) whenever \(k+2\le N\). Show that for \(n+1\le N\)

\[
f_1-f_0\le f_{n+1}-f_n,
\qquad
(n+1)(f_1-f_0)\le f_{n+1}-f_0 .
\]

**Solution.** Use induction on \(n\). For \(n=0\) both are equalities. For the step to \(n+1\), the hypothesis at \(k=n\) gives \(f_{n+2}-f_{n+1}\ge f_{n+1}-f_n\ge f_1-f_0\). Adding this to the second inequality for \(n\) gives

\[
f_{n+2}-f_0\ge (n+1)(f_1-f_0)+(f_1-f_0)=(n+2)(f_1-f_0).
\]

In Lean, `h1` and `h2` are the two inequalities for \(n\), and `h3` is the new comparison of increments.

```lean
/-- If the successive increments of an energy ladder never decrease up to step `N`, then for
`n + 1 ≤ N` the last increment is at least the first, and the total rise over `n + 1` steps
is at least `n + 1` times the first. -/
theorem ladder_rise (f : ℕ → ℝ) (N : ℕ)
    (h : ∀ k, k + 1 + 1 ≤ N → f (k + 1) - f k ≤ f (k + 1 + 1) - f (k + 1)) (n : ℕ) :
    n + 1 ≤ N → f 1 - f 0 ≤ f (n + 1) - f n ∧
      ((n : ℝ) + 1) * (f 1 - f 0) ≤ f (n + 1) - f 0 := by
  induction n with
  | zero => intro _; simp
  | succ n ih =>
    intro hn
    obtain ⟨h1, h2⟩ := ih (by omega)
    have h3 := h n hn
    push_cast
    constructor <;> linarith
```

## (h) Every state in an unbroken range

**Task.** Let \(S=\{a,a+1,\dots,b\}\). Show that every member is stable at some \(\mu\), which may differ from state to state, if and only if

\[
E_q-E_{q-1}\le E_{q+1}-E_q \quad\text{for all } a<q<b .
\]

**Solution.** If \(q\) is stable at \(\mu\), comparison with its two neighbours gives \(E_q-E_{q-1}\le\mu\le E_{q+1}-E_q\).

Conversely, take \(p<q<r\) in the range and write \(p=q-(m+1)\), \(r=q+(n+1)\). Part (g) with \(f_k=E_{q+k}\) gives \((n+1)(E_{q+1}-E_q)\le E_r-E_q\), so \(E_{q+1}-E_q\le\varepsilon(q,r)\). With \(f_k=E_{q-k}\), whose increments also never decrease, it gives \((m+1)(E_{q-1}-E_q)\le E_p-E_q\), so \(\varepsilon(p,q)\le E_q-E_{q-1}\). Together,

\[
\varepsilon(p,q)\le E_q-E_{q-1}\le E_{q+1}-E_q\le\varepsilon(q,r),
\]

and (d) applies. In Lean, `down` and `up` are the two sums, and `hlo` and `hhi` are the outer inequalities of this chain.

In terms of the ionisation energy \(I=E_{q-1}-E_q\) and the electron affinity \(A=E_q-E_{q+1}\), the condition says \(I\ge A\) for each interior state. If each energy belongs to its own relaxed geometry, \(I\) and \(A\) are adiabatic values; vertical values, taken at one fixed geometry, can give a different answer. It can be applied to total energies from a density functional at integer electron numbers. If these come from charged periodic supercells, they must first be corrected for the finite cell size, because the spurious interaction between periodic images changes the differences compared here. The inequality is a condition on the energies and is not derived here from the Coulomb Hamiltonian.

```lean
/-- For the contiguous electron numbers `a, …, b`, every state is stable at some Fermi level
if and only if the energy cost of adding one electron never decreases along the range. -/
theorem all_stable_iff_convex {E : ℤ → ℝ} {a b : ℤ} :
    (∀ q ∈ Finset.Icc a b, ∃ μ : ℝ, IsStable (Finset.Icc a b) E μ q) ↔
      ∀ q, a < q → q < b → E q - E (q - 1) ≤ E (q + 1) - E q := by
  constructor
  · intro h q haq hqb
    obtain ⟨μ, -, hμ⟩ := h q (Finset.mem_Icc.2 ⟨haq.le, hqb.le⟩)
    have h1 := hμ (q - 1) (Finset.mem_Icc.2 ⟨by omega, by omega⟩)
    have h2 := hμ (q + 1) (Finset.mem_Icc.2 ⟨by omega, by omega⟩)
    simp only [grandEnergy, Int.cast_sub, Int.cast_add, Int.cast_one] at h1 h2
    linarith
  · intro hc q hq
    refine (exists_stable_iff hq).2 fun p hp r hr hpq hqr => ?_
    have hpa := (Finset.mem_Icc.1 hp).1
    have hrb := (Finset.mem_Icc.1 hr).2
    obtain ⟨m, hm⟩ := Int.eq_ofNat_of_zero_le (show 0 ≤ q - p - 1 by omega)
    obtain ⟨n, hn⟩ := Int.eq_ofNat_of_zero_le (show 0 ≤ r - q - 1 by omega)
    have hpm : p = q - ((m + 1 : ℕ) : ℤ) := by omega
    have hrn : r = q + ((n + 1 : ℕ) : ℤ) := by omega
    have hpR : (p : ℝ) = q - ((m : ℝ) + 1) := by exact_mod_cast hpm
    have hrR : (r : ℝ) = q + ((n : ℝ) + 1) := by exact_mod_cast hrn
    -- sum the increments downwards from q to p
    have down := (ladder_rise (fun k => E (q - (k : ℤ))) (m + 1) (by
      intro k hk
      have h := hc (q - ((k + 1 : ℕ) : ℤ)) (by omega) (by omega)
      rw [show q - ((k + 1 : ℕ) : ℤ) - 1 = q - ((k + 1 + 1 : ℕ) : ℤ) by omega,
        show q - ((k + 1 : ℕ) : ℤ) + 1 = q - (k : ℤ) by omega] at h
      show E (q - ((k + 1 : ℕ) : ℤ)) - E (q - (k : ℤ)) ≤
        E (q - ((k + 1 + 1 : ℕ) : ℤ)) - E (q - ((k + 1 : ℕ) : ℤ))
      linarith) m le_rfl).2
    -- sum the increments upwards from q to r
    have up := (ladder_rise (fun k => E (q + (k : ℤ))) (n + 1) (by
      intro k hk
      have h := hc (q + ((k + 1 : ℕ) : ℤ)) (by omega) (by omega)
      rw [show q + ((k + 1 : ℕ) : ℤ) - 1 = q + (k : ℤ) by omega,
        show q + ((k + 1 : ℕ) : ℤ) + 1 = q + ((k + 1 + 1 : ℕ) : ℤ) by omega] at h
      exact h) n le_rfl).2
    simp only [← hpm, Nat.cast_zero, Nat.cast_one, sub_zero] at down
    simp only [← hrn, Nat.cast_zero, Nat.cast_one, add_zero] at up
    have hlo : level E p q ≤ E q - E (q - 1) := by
      rw [level_le_iff hpq]
      unfold grandEnergy
      rw [hpR]
      linarith
    have hhi : E (q + 1) - E q ≤ level E q r := by
      rw [le_level_iff hqr]
      unfold grandEnergy
      rw [hrR]
      linarith
    exact hlo.trans ((hc q (by omega) (by omega)).trans hhi)

end

end ChargeStateStability
```

```lean
#print axioms ChargeStateStability.undercut_of_inverted
-- 'ChargeStateStability.undercut_of_inverted' depends on axioms: [propext, Classical.choice, Quot.sound]
#print axioms ChargeStateStability.exists_strictly_stable_iff
-- 'ChargeStateStability.exists_strictly_stable_iff' depends on axioms: [propext, Classical.choice, Quot.sound]
#print axioms ChargeStateStability.all_stable_iff_convex
-- 'ChargeStateStability.all_stable_iff_convex' depends on axioms: [propext, Classical.choice, Quot.sound]
```
